# In finite dimension, a spectral gap turns the excess of the Hylleraas functional into an error bound for the first-order wavefunction

## How far is my trial vector from the first-order wavefunction?

I want to describe the spectral gap by energy levels, as one reads it off a spectrum: $H_0$ has a unit ground vector $\psi_0$ with energy $E_0$, and every eigenvector orthogonal to $\psi_0$ has energy at least $E_0+g$, with $g>0$. For a perturbation $V$, the first-order wavefunction $\psi_1$ should then be the unique minimizer, among vectors orthogonal to $\psi_0$, of

$$J(c)=\langle c,(H_0-E_0)c\rangle+2\langle c,V\psi_0\rangle .$$

I also expect that a trial vector $c$ with $J(c)$ close to the minimum is itself close to $\psi_1$:

$$g\|c-\psi_1\|^2\le J(c)-J(\psi_1)\le\|H_0-E_0\|\,\|c-\psi_1\|^2 .$$

Can this be made rigorous and machine-checked, starting from the levels and not from an assumed inequality for the energy form?

## The excess is the energy form of the error

Yes, on a finite-dimensional real inner product space with $H_0$ symmetric. Write $A=H_0-E_0$ and $E_1=\langle\psi_0,V\psi_0\rangle$, and define the residual of a trial vector as

$$r(c)=Ac+V\psi_0-E_1\psi_0 .$$

The first-order equation is $r(\psi_1)=0$.

**From levels to the energy form.** Take an orthonormal eigenbasis $b_i$ of $H_0$ with eigenvalues $\epsilon_i$. Symmetry gives $(\epsilon_i-E_0)\langle\psi_0,b_i\rangle=0$, so $x_i=b_i-\langle\psi_0,b_i\rangle\psi_0$ satisfies $H_0x_i=\epsilon_ix_i$ and is orthogonal to $\psi_0$. If $x_i\neq0$, the gap gives $\epsilon_i\ge E_0+g$. If $x_i=0$, then $b_i$ is parallel to $\psi_0$ and $\langle b_i,c\rangle=0$ for every $c\perp\psi_0$. Hence, for such $c$,

$$\langle c,H_0c\rangle=\sum_i\epsilon_i\langle b_i,c\rangle^2\ge(E_0+g)\|c\|^2,\qquad\text{so}\qquad\langle c,Ac\rangle\ge g\|c\|^2 .$$

**Solving the first-order equation.** Let $Bx=Ax+\langle\psi_0,x\rangle\psi_0$. Since $A$ is symmetric and $A\psi_0=0$, we have $\langle\psi_0,Bx\rangle=\langle\psi_0,x\rangle$. If $Bx=0$, then $x\perp\psi_0$ and $Ax=0$, so $g\|x\|^2\le0$ and $x=0$. Thus $B$ is injective and, in finite dimension, surjective. Choose $\psi_1$ with $B\psi_1=E_1\psi_0-V\psi_0$. Its overlap with $\psi_0$ is $E_1-E_1=0$, so the projector term vanishes and $r(\psi_1)=0$.

**Comparing values.** For $c\perp\psi_0$ put $d=c-\psi_1$. Expanding $J(\psi_1+d)$ gives

$$J(c)-J(\psi_1)=2\langle d,A\psi_1+V\psi_0\rangle+\langle d,Ad\rangle=2E_1\langle d,\psi_0\rangle+\langle d,Ad\rangle=\langle d,Ad\rangle .$$

Also $r(c)=r(c)-r(\psi_1)=Ad$, so the excess equals $\langle d,r(c)\rangle$. The energy-form bound gives $\langle d,Ad\rangle\ge g\|d\|^2$. Therefore $\psi_1$ is a minimizer, and any other minimizer has zero excess and so coincides with it. Cauchy–Schwarz and the operator norm give $\langle d,Ad\rangle\le\|d\|\,\|Ad\|\le\|A\|\,\|d\|^2$.

**A bound from the residual.** From $g\|d\|^2\le\langle d,r(c)\rangle\le\|d\|\,\|r(c)\|$ we get $g\|d\|\le\|r(c)\|$, which is trivial when $d=0$. Therefore $g\,(J(c)-J(\psi_1))\le g\|d\|\,\|r(c)\|\le\|r(c)\|^2$. If $V$ is symmetric, pairing $r(\psi_1)=0$ with $\psi_1$ gives $\langle\psi_1,A\psi_1\rangle=-\langle\psi_1,V\psi_0\rangle$, and so $J(\psi_1)=\langle\psi_0,V\psi_1\rangle$, the second-order energy $E_2$.

### What the Lean statement says

The space `E` holds the state vectors, and `H0` and `V` are continuous linear maps on it; in finite dimension every linear map is continuous. `shifted H0 E0` is $A$, `hylleraas` is $J$ and `residual` is $r$. `GroundPair` collects the symmetry of `H0`, the normalization of `ψ0`, its eigenvalue equation and the gap. The gap makes the ground state nondegenerate, and `g` may be any positive lower bound on the excitation energies.

`IsMinimizer` means a global minimum over the complement of `ψ0`, which fixes the convention $\langle\psi_0,\psi_1\rangle=0$. The main theorem, `hylleraas_two_sided`, states that there is exactly one minimizer and that both inequalities hold for every trial vector in the complement. It needs no symmetry of `V`; only `residual_certificate` assumes it. Complex wavefunctions, degenerate ground states and infinite-dimensional spaces are not covered.

```lean
import Mathlib

open scoped InnerProductSpace

namespace HylleraasError

noncomputable section

variable {E : Type*} [NormedAddCommGroup E] [InnerProductSpace ℝ E]

/-- The unperturbed Hamiltonian measured from the ground energy, `H0 - E0`. -/
def shifted (H0 : E →L[ℝ] E) (E0 : ℝ) : E →L[ℝ] E :=
  H0 - E0 • ContinuousLinearMap.id ℝ E

/-- The Hylleraas functional `J(c) = ⟨c, (H0 - E0) c⟩ + 2 ⟨c, V ψ0⟩`. -/
def hylleraas (H0 V : E →L[ℝ] E) (E0 : ℝ) (ψ0 c : E) : ℝ :=
  ⟪c, shifted H0 E0 c⟫_ℝ + 2 * ⟪c, V ψ0⟫_ℝ

/-- The residual `(H0 - E0) c + (V - E1) ψ0` of the first-order equation,
with `E1 = ⟨ψ0, V ψ0⟩`. -/
def residual (H0 V : E →L[ℝ] E) (E0 : ℝ) (ψ0 c : E) : E :=
  shifted H0 E0 c + V ψ0 - ⟪ψ0, V ψ0⟫_ℝ • ψ0

/-- `H0` is symmetric with unit eigenvector `ψ0` at energy `E0`, and every eigenvector
orthogonal to `ψ0` lies at least `g > 0` higher. -/
structure GroundPair (H0 : E →L[ℝ] E) (E0 : ℝ) (ψ0 : E) (g : ℝ) : Prop where
  symm : ∀ x y, ⟪H0 x, y⟫_ℝ = ⟪x, H0 y⟫_ℝ
  unit : ‖ψ0‖ = 1
  eig : H0 ψ0 = E0 • ψ0
  gap_pos : 0 < g
  gap : ∀ (μ : ℝ) (x : E), x ≠ 0 → ⟪ψ0, x⟫_ℝ = 0 → H0 x = μ • x → E0 + g ≤ μ

/-- `φ` minimizes the Hylleraas functional among the vectors orthogonal to `ψ0`. -/
def IsMinimizer (H0 V : E →L[ℝ] E) (E0 : ℝ) (ψ0 φ : E) : Prop :=
  ⟪ψ0, φ⟫_ℝ = 0 ∧
    ∀ c, ⟪ψ0, c⟫_ℝ = 0 → hylleraas H0 V E0 ψ0 φ ≤ hylleraas H0 V E0 ψ0 c

/-- A model Hamiltonian `g (1 - |ψ0⟩⟨ψ0|)`. -/
def flatModel (ψ0 : E) (g : ℝ) : E →L[ℝ] E :=
  g • (ContinuousLinearMap.id ℝ E - (innerSL ℝ ψ0).smulRight ψ0)

variable {H0 V : E →L[ℝ] E} {E0 g : ℝ} {ψ0 ψ1 c : E}

private lemma shifted_apply (x : E) : shifted H0 E0 x = H0 x - E0 • x := by
  simp [shifted]

omit [InnerProductSpace ℝ E] in
private lemma eq_zero_of_gap {x : E} (hg : 0 < g) (h : g * ‖x‖ ^ 2 ≤ 0) : x = 0 := by
  by_contra hx
  have := mul_pos hg (pow_pos (norm_pos_iff.2 hx) 2)
  linarith

private lemma residual_eq (hr : residual H0 V E0 ψ0 ψ1 = 0) :
    residual H0 V E0 ψ0 c = shifted H0 E0 (c - ψ1) := by
  calc residual H0 V E0 ψ0 c
      = residual H0 V E0 ψ0 c - residual H0 V E0 ψ0 ψ1 := by rw [hr, sub_zero]
    _ = shifted H0 E0 (c - ψ1) := by
      simp only [residual, map_sub]
      abel

/-- On the complement of the ground state, the excess of the functional over its value at a solution
of the first-order equation is the overlap of the error with the residual. -/
theorem excess_eq_residual (h : GroundPair H0 E0 ψ0 g) (h1 : ⟪ψ0, ψ1⟫_ℝ = 0)
    (hr : residual H0 V E0 ψ0 ψ1 = 0) (hc : ⟪ψ0, c⟫_ℝ = 0) :
    hylleraas H0 V E0 ψ0 c - hylleraas H0 V E0 ψ0 ψ1
      = ⟪c - ψ1, residual H0 V E0 ψ0 c⟫_ℝ := by
  have e : ⟪c - ψ1, residual H0 V E0 ψ0 ψ1⟫_ℝ = 0 := by rw [hr, inner_zero_right]
  have s : ⟪ψ1, shifted H0 E0 c⟫_ℝ = ⟪c, shifted H0 E0 ψ1⟫_ℝ := by
    rw [shifted_apply, shifted_apply, inner_sub_right, inner_sub_right,
      real_inner_smul_right, real_inner_smul_right, ← h.symm ψ1 c,
      real_inner_comm c (H0 ψ1), real_inner_comm c ψ1]
  have c0 : ⟪c, ψ0⟫_ℝ = 0 := (real_inner_comm _ _).trans hc
  have p0 : ⟪ψ1, ψ0⟫_ℝ = 0 := (real_inner_comm _ _).trans h1
  simp only [hylleraas, residual, inner_sub_left, inner_add_right, inner_sub_right,
    real_inner_smul_right, c0, p0] at e ⊢
  linarith

variable [FiniteDimensional ℝ E]

/-- On the complement of the ground state, the energy form of `H0 - E0` is at least
`g` times the squared norm. -/
theorem gap_form (h : GroundPair H0 E0 ψ0 g) (hc : ⟪ψ0, c⟫_ℝ = 0) :
    g * ‖c‖ ^ 2 ≤ ⟪c, shifted H0 E0 c⟫_ℝ := by
  have hT : (H0 : E →ₗ[ℝ] E).IsSymmetric := fun x y => h.symm x y
  obtain ⟨n, b, ev, hb⟩ : ∃ (n : ℕ) (b : OrthonormalBasis (Fin n) ℝ E) (ev : Fin n → ℝ),
      ∀ i, H0 (b i) = ev i • b i :=
    ⟨_, hT.eigenvectorBasis rfl, hT.eigenvalues rfl, fun i => hT.apply_eigenvectorBasis rfl i⟩
  -- compare the two expansions level by level
  have key : ∀ i, (E0 + g) * (⟪c, b i⟫_ℝ * ⟪b i, c⟫_ℝ) ≤ ⟪c, b i⟫_ℝ * ⟪b i, H0 c⟫_ℝ := by
    intro i
    have h1 : ⟪b i, H0 c⟫_ℝ = ev i * ⟪b i, c⟫_ℝ := by
      rw [← h.symm, hb, real_inner_smul_left]
    have h2 : ev i * ⟪ψ0, b i⟫_ℝ = E0 * ⟪ψ0, b i⟫_ℝ := by
      have := h.symm ψ0 (b i)
      rw [h.eig, hb, real_inner_smul_left, real_inner_smul_right] at this
      exact this.symm
    rw [h1, real_inner_comm (b i) c]
    -- remove the ground-state component of the basis vector
    by_cases hx : b i - ⟪ψ0, b i⟫_ℝ • ψ0 = 0
    · have h3 : ⟪b i, c⟫_ℝ = 0 := by
        rw [sub_eq_zero.mp hx, real_inner_smul_left, hc, mul_zero]
      simp [h3]
    · have h3 := h.gap (ev i) _ hx
        (by rw [inner_sub_right, real_inner_smul_right, real_inner_self_eq_norm_sq, h.unit]
            ring)
        (by rw [map_sub, map_smul, hb, h.eig, smul_sub, smul_smul, smul_smul,
              mul_comm _ E0, ← h2])
      nlinarith [mul_le_mul_of_nonneg_right h3 (mul_self_nonneg ⟪b i, c⟫_ℝ)]
  have hs := Finset.sum_le_sum (fun i (_ : i ∈ Finset.univ) => key i)
  rw [← Finset.mul_sum, b.sum_inner_mul_inner, b.sum_inner_mul_inner,
    real_inner_self_eq_norm_sq] at hs
  rw [shifted_apply, inner_sub_right, real_inner_smul_right, real_inner_self_eq_norm_sq]
  linarith

/-- The first-order equation `(H0 - E0) ψ1 = (E1 - V) ψ0` has a solution orthogonal
to the ground state. -/
theorem exists_first_order (h : GroundPair H0 E0 ψ0 g) (V : E →L[ℝ] E) :
    ∃ ψ1, ⟪ψ0, ψ1⟫_ℝ = 0 ∧ residual H0 V E0 ψ0 ψ1 = 0 := by
  -- adding the ground-state projector makes `H0 - E0` invertible
  obtain ⟨B, hB⟩ : ∃ B : E →ₗ[ℝ] E, ∀ x, B x = shifted H0 E0 x + ⟪ψ0, x⟫_ℝ • ψ0 :=
    ⟨((shifted H0 E0 + (innerSL ℝ ψ0).smulRight ψ0 : E →L[ℝ] E) : E →ₗ[ℝ] E),
      fun x => by simp⟩
  have hp : ∀ x, ⟪ψ0, B x⟫_ℝ = ⟪ψ0, x⟫_ℝ := by
    intro x
    rw [hB, shifted_apply, inner_add_right, inner_sub_right, ← h.symm, h.eig,
      real_inner_smul_left, real_inner_smul_right, real_inner_smul_right,
      real_inner_self_eq_norm_sq, h.unit]
    ring
  have inj : Function.Injective B := by
    refine (injective_iff_map_eq_zero B).2 fun x hx => ?_
    have h0 : ⟪ψ0, x⟫_ℝ = 0 := by rw [← hp x, hx, inner_zero_right]
    rw [hB, h0, zero_smul, add_zero] at hx
    have hg := gap_form h h0
    rw [hx, inner_zero_right] at hg
    exact eq_zero_of_gap h.gap_pos hg
  obtain ⟨ψ1, h1⟩ := LinearMap.injective_iff_surjective.1 inj (⟪ψ0, V ψ0⟫_ℝ • ψ0 - V ψ0)
  have h0 : ⟪ψ0, ψ1⟫_ℝ = 0 := by
    rw [← hp ψ1, h1, inner_sub_right, real_inner_smul_right, real_inner_self_eq_norm_sq,
      h.unit]
    ring
  refine ⟨ψ1, h0, ?_⟩
  rw [hB, h0, zero_smul, add_zero] at h1
  rw [residual, h1]
  abel

private lemma lower_bound (h : GroundPair H0 E0 ψ0 g) (h1 : ⟪ψ0, ψ1⟫_ℝ = 0)
    (hr : residual H0 V E0 ψ0 ψ1 = 0) (hc : ⟪ψ0, c⟫_ℝ = 0) :
    g * ‖c - ψ1‖ ^ 2 ≤ hylleraas H0 V E0 ψ0 c - hylleraas H0 V E0 ψ0 ψ1 := by
  rw [excess_eq_residual h h1 hr hc, residual_eq hr]
  exact gap_form h (by rw [inner_sub_right, hc, h1, sub_zero])

/-- A vector minimizes the Hylleraas functional on the complement of the ground state exactly
when it lies there and solves the first-order equation. -/
theorem isMinimizer_iff (h : GroundPair H0 E0 ψ0 g) :
    IsMinimizer H0 V E0 ψ0 ψ1 ↔ ⟪ψ0, ψ1⟫_ℝ = 0 ∧ residual H0 V E0 ψ0 ψ1 = 0 := by
  constructor
  · rintro ⟨h1, hmin⟩
    obtain ⟨φ, h0, hr⟩ := exists_first_order h V
    have hl := lower_bound h h0 hr h1
    have hz : ψ1 - φ = 0 := eq_zero_of_gap h.gap_pos (by linarith [hmin φ h0])
    rw [sub_eq_zero.mp hz]
    exact ⟨h0, hr⟩
  · rintro ⟨h1, hr⟩
    refine ⟨h1, fun c hc => ?_⟩
    have hl := lower_bound h h1 hr hc
    have := mul_nonneg h.gap_pos.le (sq_nonneg ‖c - ψ1‖)
    linarith

/-- The Hylleraas functional has a unique minimizer `ψ1` on the complement of the ground state, and
for every `c` in that complement its excess at `c` lies between `g ‖c - ψ1‖²` and `‖H0 - E0‖ ‖c -
ψ1‖²`. -/
theorem hylleraas_two_sided (h : GroundPair H0 E0 ψ0 g) (V : E →L[ℝ] E) :
    (∃! ψ1, IsMinimizer H0 V E0 ψ0 ψ1) ∧
    ∀ ψ1, IsMinimizer H0 V E0 ψ0 ψ1 → ∀ c, ⟪ψ0, c⟫_ℝ = 0 →
      g * ‖c - ψ1‖ ^ 2 ≤ hylleraas H0 V E0 ψ0 c - hylleraas H0 V E0 ψ0 ψ1 ∧
      hylleraas H0 V E0 ψ0 c - hylleraas H0 V E0 ψ0 ψ1
        ≤ ‖shifted H0 E0‖ * ‖c - ψ1‖ ^ 2 := by
  constructor
  · obtain ⟨ψ1, h1, hr⟩ := exists_first_order h V
    refine ⟨ψ1, (isMinimizer_iff h).2 ⟨h1, hr⟩, fun φ hφ => ?_⟩
    have hl := lower_bound h h1 hr hφ.1
    exact sub_eq_zero.mp (eq_zero_of_gap h.gap_pos (by linarith [hφ.2 ψ1 h1]))
  · intro ψ1 hm c hc
    obtain ⟨h1, hr⟩ := (isMinimizer_iff h).1 hm
    refine ⟨lower_bound h h1 hr hc, ?_⟩
    rw [excess_eq_residual h h1 hr hc, residual_eq hr]
    calc ⟪c - ψ1, shifted H0 E0 (c - ψ1)⟫_ℝ
        ≤ ‖c - ψ1‖ * ‖shifted H0 E0 (c - ψ1)‖ := real_inner_le_norm _ _
      _ ≤ ‖c - ψ1‖ * (‖shifted H0 E0‖ * ‖c - ψ1‖) :=
        mul_le_mul_of_nonneg_left ((shifted H0 E0).le_opNorm _) (norm_nonneg _)
      _ = ‖shifted H0 E0‖ * ‖c - ψ1‖ ^ 2 := by ring

/-- For symmetric `V` and a trial vector `c` orthogonal to `ψ0`, the residual bounds from above both
the distance of `c` from the minimizer `ψ1` and the excess of `J(c)` over the second-order energy
`⟨ψ0, V ψ1⟩`. -/
theorem residual_certificate (h : GroundPair H0 E0 ψ0 g)
    (hV : ∀ x y, ⟪V x, y⟫_ℝ = ⟪x, V y⟫_ℝ) (hm : IsMinimizer H0 V E0 ψ0 ψ1)
    (hc : ⟪ψ0, c⟫_ℝ = 0) :
    g * ‖c - ψ1‖ ≤ ‖residual H0 V E0 ψ0 c‖ ∧
    g * (hylleraas H0 V E0 ψ0 c - ⟪ψ0, V ψ1⟫_ℝ) ≤ ‖residual H0 V E0 ψ0 c‖ ^ 2 := by
  obtain ⟨h1, hr⟩ := (isMinimizer_iff h).1 hm
  -- the minimum value is the second-order energy
  have hE : hylleraas H0 V E0 ψ0 ψ1 = ⟪ψ0, V ψ1⟫_ℝ := by
    have e : ⟪ψ1, residual H0 V E0 ψ0 ψ1⟫_ℝ = 0 := by rw [hr, inner_zero_right]
    have p0 : ⟪ψ1, ψ0⟫_ℝ = 0 := (real_inner_comm _ _).trans h1
    have s : ⟪ψ1, V ψ0⟫_ℝ = ⟪ψ0, V ψ1⟫_ℝ := (real_inner_comm _ _).trans (hV ψ0 ψ1)
    simp only [residual, inner_add_right, inner_sub_right, real_inner_smul_right, p0] at e
    rw [hylleraas]
    linarith
  have hl := lower_bound h h1 hr hc
  have hu := real_inner_le_norm (c - ψ1) (residual H0 V E0 ψ0 c)
  rw [← excess_eq_residual h h1 hr hc] at hu
  have hd : g * ‖c - ψ1‖ ≤ ‖residual H0 V E0 ψ0 c‖ := by
    rcases (norm_nonneg (c - ψ1)).eq_or_lt with h0 | h0
    · rw [← h0, mul_zero]
      exact norm_nonneg _
    · refine le_of_mul_le_mul_left ?_ h0
      linarith
  refine ⟨hd, ?_⟩
  rw [← hE]
  have a := mul_le_mul_of_nonneg_left hu h.gap_pos.le
  have b := mul_le_mul_of_nonneg_right hd (norm_nonneg (residual H0 V E0 ψ0 c))
  linarith

omit [FiniteDimensional ℝ E] in
/-- For any unit vector `ψ0` and `g > 0`, the model `g (1 - |ψ0⟩⟨ψ0|)` has ground pair
`0, ψ0` with gap `g`. -/
theorem flatModel_witness (hψ : ‖ψ0‖ = 1) (hg : 0 < g) :
    GroundPair (flatModel ψ0 g) 0 ψ0 g := by
  have ha : ∀ x, flatModel ψ0 g x = g • (x - ⟪ψ0, x⟫_ℝ • ψ0) := fun x => by simp [flatModel]
  refine ⟨fun x y => ?_, hψ, ?_, hg, fun μ x hx h0 he => ?_⟩
  · rw [ha, ha, real_inner_smul_left, real_inner_smul_right, inner_sub_left, inner_sub_right,
      real_inner_smul_left, real_inner_smul_right, real_inner_comm ψ0 x]
    ring
  · rw [ha, real_inner_self_eq_norm_sq, hψ]
    simp
  · rw [ha, h0, zero_smul, sub_zero] at he
    have hz : (g - μ) • x = 0 := by rw [sub_smul, he, sub_self]
    have := (smul_eq_zero.mp hz).resolve_right hx
    linarith

/-- In the model `g (1 - |ψ0⟩⟨ψ0|)` the lower error bound is an equality for every trial vector
orthogonal to `ψ0`. -/
theorem lower_bound_sharp (hψ : ‖ψ0‖ = 1) (hg : 0 < g)
    (hm : IsMinimizer (flatModel ψ0 g) V 0 ψ0 ψ1) (hc : ⟪ψ0, c⟫_ℝ = 0) :
    hylleraas (flatModel ψ0 g) V 0 ψ0 c - hylleraas (flatModel ψ0 g) V 0 ψ0 ψ1
      = g * ‖c - ψ1‖ ^ 2 := by
  have h := flatModel_witness hψ hg
  obtain ⟨h1, hr⟩ := (isMinimizer_iff h).1 hm
  have hd : ⟪ψ0, c - ψ1⟫_ℝ = 0 := by rw [inner_sub_right, hc, h1, sub_zero]
  have ha : shifted (flatModel ψ0 g) 0 (c - ψ1)
      = g • (c - ψ1 - ⟪ψ0, c - ψ1⟫_ℝ • ψ0) := by
    rw [shifted_apply, zero_smul, sub_zero]
    rfl
  rw [excess_eq_residual h h1 hr hc, residual_eq hr, ha, hd, zero_smul, sub_zero,
    real_inner_smul_right, real_inner_self_eq_norm_sq]

end

end HylleraasError
```

```lean
#print axioms HylleraasError.excess_eq_residual
-- 'HylleraasError.excess_eq_residual' depends on axioms: [propext, Classical.choice, Quot.sound]
#print axioms HylleraasError.hylleraas_two_sided
-- 'HylleraasError.hylleraas_two_sided' depends on axioms: [propext, Classical.choice, Quot.sound]
#print axioms HylleraasError.residual_certificate
-- 'HylleraasError.residual_certificate' depends on axioms: [propext, Classical.choice, Quot.sound]
#print axioms HylleraasError.lower_bound_sharp
-- 'HylleraasError.lower_bound_sharp' depends on axioms: [propext, Classical.choice, Quot.sound]
```

### How the proof follows the derivation

`gap_form` is the eigenbasis argument. Its `key` inequality compares the two expansions term by term, and the `by_cases` separates $x_i=0$ from $x_i\ne0$. Summing over the basis gives the bound on the energy form.

`exists_first_order` builds $B$, proves the overlap identity `hp`, and passes from injectivity to surjectivity with `LinearMap.injective_iff_surjective`. `excess_eq_residual` writes the excess as $\langle d,r(c)\rangle$: it expands the inner products, uses the symmetry of `H0` in the step `s`, and leaves the linear arithmetic to `linarith`. `residual_eq` supplies $r(c)=Ad$.

`lower_bound` combines `gap_form`, `excess_eq_residual` and `residual_eq`, and `isMinimizer_iff` identifies minimizers with solutions of the first-order equation in the complement. In `hylleraas_two_sided`, the final `calc` is Cauchy–Schwarz followed by the operator-norm bound. `residual_certificate` carries out the residual estimate, treating $d=0$ separately before it cancels $\|d\|$.

The last two theorems concern $g(1-|\psi_0\rangle\langle\psi_0|)$, a model with all excited levels at height $g$. `flatModel_witness` shows that it satisfies `GroundPair`, and `lower_bound_sharp` shows that the lower bound is then an equality for every trial vector in the complement.

### A three-level example

Take $\psi_0=(1,0,0)$, $H_0=\mathrm{diag}(0,1,3)$ and

$$V=\begin{pmatrix}0&1&3\\1&0&0\\3&0&0\end{pmatrix}.$$

Then $E_0=E_1=0$, $g=1$ and $\|A\|=3$. The first-order equation gives $\psi_1=(0,-1,-1)$, with $J(\psi_1)=4-8=-4=E_2$.

For the trial vector $c=(0,-\tfrac12,-\tfrac12)$ we find $J(c)=1-4=-3$. The excess is $1$ and the squared error is $\tfrac12$, so the two-sided bound reads $\tfrac12\le1\le\tfrac32$. The residual is $(0,\tfrac12,\tfrac32)$, with squared norm $\tfrac52$. Without knowing $\psi_1$, one can therefore conclude that $-5.5\le E_2\le-3$.

### Stopping an iterative MP2 calculation

In second-order Møller–Plesset theory (MP2) with canonical orbitals, $H_0$ is diagonal in the determinants and each amplitude follows from one division. With localized orbitals the amplitude equations are coupled, and codes commonly solve them iteratively while monitoring a residual. For a finite orbital basis with real wavefunctions and a non-interacting, gapped $H_0$, `residual_certificate` gives such a stopping test a meaning: for a trial vector orthogonal to $\psi_0$, a residual norm of at most $\tau$ puts $J(c)$ within $\tau^2/g$ of the second-order energy. The norm must be that of the full residual as a many-electron vector, computed for instance from its coefficients in an orthonormal set of determinants; a residual evaluated only in a truncated set of pair amplitudes says nothing about the part left out.
